# At fixed levels, integer charge and large U, the strict local minima of a diagonal DFT+U model are the 0/1 configurations

Take d spin orbitals, called orbitals below, with fixed levels e_i and occupations x_i between 0 and 1 that add up to a natural number N. Their energy is

E(x) = Σ e_i x_i + (U/2) Σ x_i(1 − x_i).

The constant U stands for the effective on-site interaction; for U > 0 the second sum penalises fractional occupation. For a set S of N orbitals, n_S denotes the configuration with S filled and the rest empty. An admissible x is a strict local minimiser if every other admissible point within some r > 0 of it, orbital by orbital, has strictly higher energy.

**Claim.** If U > e_i − e_j for all i and j, the strict local minimisers are exactly the configurations n_S, and there are (d choose N) of them.

This is a fixed-level, diagonal model of the metastable occupations met in DFT+U, where the converged state can depend on the starting occupations.

## Moving charge between two orbitals

Move a charge t from orbital i to a different orbital j. The products x(1 − x) change by

orbital j: t(1 − 2x_j) − t²
orbital i: −t(1 − 2x_i) − t².

Adding these, multiplying by U/2 and including the levels gives

ΔE = t[e_j − e_i + U(x_i − x_j)] − U t².

## A chemical potential for each configuration

Suppose e_i − e_j < U for every filled i and empty j. Let a be the highest filled and b the lowest empty orbital, and set

μ = (e_a + e_b)/2,  g = (U − e_a + e_b)/2 > 0.

Then e_i − U/2 + g ≤ μ for filled i, and μ + g ≤ e_j + U/2 for empty j. If no orbital is filled, or none is empty, only one of these conditions remains, and a sufficiently low or high μ meets it with g = 1.

Since Σ x_i = N, subtracting μ Σ x_i shifts all admissible energies equally. Let y be the deviation of one orbital from n_S, so y = 1 − x_i if it is filled and y = x_i if it is empty. Its contribution to the energy difference is

filled: y(μ − e_i + U/2 − Uy/2) ≥ y(g − Uy/2)
empty: y(e_i + U/2 − μ − Uy/2) ≥ y(g − Uy/2).

Both are positive for 0 < y < g/(|U| + 1). Any nearby x ≠ n_S has at least one such orbital, so its energy is higher.

Conversely, let U ≥ 0 and e_i − e_j ≥ U for some filled i and empty j. Moving t > 0 from i to j gives ΔE = t(e_j − e_i + U) − U t² ≤ 0, so n_S is not a strict minimiser.

## A fractional occupation never comes alone

If x_i were the only fractional occupation, the others would add up to an integer and the total could not be N. So there is a second fractional orbital j. Let c = e_j − e_i + U(x_i − x_j). Moving a small t > 0 from i to j if c ≤ 0, or from j to i otherwise, gives

ΔE = −t|c| − U t² < 0 for U > 0.

A fractional point is therefore never a local minimiser. Under the hypothesis of the claim U is positive whenever there is an orbital (take i = j), which leaves only the configurations n_S.

## The shifted levels in a self-consistency loop

In this model, a DFT+U loop fills the orbitals in increasing order of the derivative

∂E/∂x_i = e_i + U(1/2 − x_i),

which lowers filled levels by U/2 and raises empty ones by U/2. Take levels 0 and 1 eV, U = 4 eV and one electron, started in the upper orbital. The loop sees the lower orbital at 2 eV and the upper one at −1 eV, refills the upper one, and stops 1 eV above the ground state. With U = 0.5 eV the shifted levels are 0.25 and 0.75 eV, and the electron moves down.

At U = 4 eV the upper configuration is a local minimum only because the orbitals cannot mix, for instance owing to an imposed symmetry. With a full occupation matrix n and the correction (U/2) Tr[n(1 − n)], rotating a filled orbital towards a lower empty one keeps the correction at zero and lowers the energy. The model also keeps the e_i fixed, whereas in a self-consistent calculation they change with the occupations.

## Energy, constraint and minimiser in Lean

The finite type `ι` labels the orbitals.

```lean
import Mathlib

open Finset

namespace MetastableOccupations

noncomputable section

variable {ι : Type*} [Fintype ι] [DecidableEq ι]
```

`energy` is E, with real `e` and `U`.

```lean
/-- Energy of the occupations `x`: orbital levels `e` plus the Hubbard correction of strength `U`. -/
def energy (e : ι → ℝ) (U : ℝ) (x : ι → ℝ) : ℝ :=
  ∑ i, e i * x i + U / 2 * ∑ i, x i * (1 - x i)
```

The electron number `N` is a natural number, so integer total charge is built in.

```lean
/-- Occupations between 0 and 1 that add up to `N` electrons. -/
def occupations (N : ℕ) : Set (ι → ℝ) :=
  {x | (∀ i, 0 ≤ x i ∧ x i ≤ 1) ∧ ∑ i, x i = (N : ℝ)}
```

`config S` is n_S.

```lean
/-- The configuration in which the orbitals in `S` are filled and all others are empty. -/
def config (S : Finset ι) : ι → ℝ := fun i => if i ∈ S then 1 else 0
```

`transfer x i j t` takes `t` from `i` and adds it to `j`.

```lean
/-- The occupations `x` after a charge `t` has been moved from orbital `i` to orbital `j`. -/
def transfer (x : ι → ℝ) (i j : ι) (t : ℝ) : ι → ℝ :=
  fun k => x k + (if k = j then t else 0) - (if k = i then t else 0)
```

Only admissible points compete with `a`.

```lean
/-- `a` is an admissible `N`-electron occupation, and every other admissible occupation close
enough to it has strictly higher energy. -/
def IsStrictLocalMinimiser (e : ι → ℝ) (U : ℝ) (N : ℕ) (a : ι → ℝ) : Prop :=
  a ∈ occupations N ∧ ∃ r > 0, ∀ x ∈ occupations N, x ≠ a →
    (∀ i, |x i - a i| < r) → energy e U a < energy e U x
```

## The transfer formula

The first two lemmas write E as a single sum over orbitals and compute the charge of n_S.

```lean
omit [DecidableEq ι] in
private lemma energy_eq_sum (e : ι → ℝ) (U : ℝ) (x : ι → ℝ) :
    energy e U x = ∑ i, (e i * x i + U / 2 * (x i * (1 - x i))) := by
  rw [energy, Finset.mul_sum, Finset.sum_add_distrib]

private lemma config_sum (S : Finset ι) : ∑ i, config S i = (S.card : ℝ) := by
  simp [config]
```

A transfer is admissible if both new occupations stay in [0, 1], and it displaces no orbital by more than |t|.

```lean
private lemma transfer_mem {N : ℕ} {x : ι → ℝ} (hx : x ∈ occupations N) {i j : ι} (hij : i ≠ j)
    {t : ℝ} (hi : 0 ≤ x i - t ∧ x i - t ≤ 1) (hj : 0 ≤ x j + t ∧ x j + t ≤ 1) :
    transfer x i j t ∈ occupations N := by
  refine ⟨fun k => ?_, ?_⟩
  · have hk := hx.1 k
    simp only [transfer]
    split_ifs with h1 h2 h2
    · exact absurd (h2.symm.trans h1) hij
    · subst h1; constructor <;> linarith [hj.1, hj.2]
    · subst h2; constructor <;> linarith [hi.1, hi.2]
    · constructor <;> linarith [hk.1, hk.2]
  · have h := hx.2
    simp [transfer, Finset.sum_add_distrib, Finset.sum_sub_distrib, h]

omit [Fintype ι] in
private lemma transfer_close (x : ι → ℝ) (i j : ι) (t : ℝ) (k : ι) :
    |transfer x i j t k - x k| ≤ |t| := by
  have h : transfer x i j t k - x k = (if k = j then t else 0) - (if k = i then t else 0) := by
    unfold transfer; ring
  rw [h]
  split_ifs <;> simp
```

In the formula for ΔE, `h` states the change orbital by orbital; only the terms for `i` and `j` survive the sum.

```lean
/-- Energy change when a charge `t` moves from orbital `i` to a different orbital `j`. -/
theorem energy_transfer (e : ι → ℝ) (U : ℝ) (x : ι → ℝ) {i j : ι} (hij : i ≠ j) (t : ℝ) :
    energy e U (transfer x i j t) - energy e U x
      = t * (e j - e i + U * (x i - x j)) - U * t ^ 2 := by
  have h : ∀ k, (e k * transfer x i j t k
        + U / 2 * (transfer x i j t k * (1 - transfer x i j t k)))
      - (e k * x k + U / 2 * (x k * (1 - x k)))
      = (if k = j then t * e j + U / 2 * (t * (1 - 2 * x j) - t ^ 2) else 0)
        + (if k = i then -t * e i + U / 2 * (-t * (1 - 2 * x i) - t ^ 2) else 0) := by
    intro k
    simp only [transfer]
    split_ifs with h1 h2 h2
    · exact absurd (h2.symm.trans h1) hij
    · subst h1; ring
    · subst h2; ring
    · ring
  rw [energy_eq_sum, energy_eq_sum, ← Finset.sum_sub_distrib,
    Finset.sum_congr rfl (fun k _ => h k), Finset.sum_add_distrib]
  simp only [Finset.sum_ite_eq', Finset.mem_univ, if_true]
  ring
```

## Stability of a single configuration

The case split follows the derivation: no filled orbital, no empty orbital, or the midpoint between the levels of the highest filled orbital `a` and the lowest empty orbital `b`.

```lean
/-- If `e i - e j < U` for every filled `i` and empty `j`, a chemical potential `μ` separates the
shifted levels `e i - U/2` of filled orbitals from `e j + U/2` of empty ones, with a margin `g`. -/
theorem exists_chemical_potential (e : ι → ℝ) (U : ℝ) (S : Finset ι)
    (h : ∀ i ∈ S, ∀ j ∉ S, e i - e j < U) :
    ∃ μ g : ℝ, 0 < g ∧ (∀ i ∈ S, e i - U / 2 + g ≤ μ) ∧ ∀ j ∉ S, μ + g ≤ e j + U / 2 := by
  rcases S.eq_empty_or_nonempty with hS | hS
  · subst hS
    refine ⟨-(∑ k, |e k|) + U / 2 - 1, 1, one_pos, by simp, fun j _ => ?_⟩
    have hj : |e j| ≤ ∑ k, |e k| :=
      Finset.single_le_sum (f := fun k => |e k|) (fun k _ => abs_nonneg _) (Finset.mem_univ j)
    linarith [neg_abs_le (e j)]
  obtain ⟨a, ha, hmax⟩ := Finset.exists_max_image S e hS
  rcases (Sᶜ).eq_empty_or_nonempty with hc | hc
  · refine ⟨e a - U / 2 + 1, 1, one_pos, fun i hi => by linarith [hmax i hi], fun j hj => ?_⟩
    have hj' : j ∈ Sᶜ := Finset.mem_compl.2 hj
    rw [hc] at hj'
    exact absurd hj' (Finset.notMem_empty j)
  -- halfway between the highest filled and the lowest empty level
  · obtain ⟨b, hb, hmin⟩ := Finset.exists_min_image Sᶜ e hc
    have hab := h a ha b (Finset.mem_compl.1 hb)
    exact ⟨(e a + e b) / 2, (U - (e a - e b)) / 2, by linarith,
      fun i hi => by linarith [hmax i hi],
      fun j hj => by linarith [hmin j (Finset.mem_compl.2 hj)]⟩
```

Here `small` is the bound Uy/2 < g, `key` is the positive cost of each displaced orbital, and `hE` uses the fixed charge to turn the shifted sum into E − μN. `Finset.sum_lt_sum` adds the orbital inequalities.

```lean
/-- A configuration with `N` filled orbitals is a strict local minimiser if `e i - e j < U` for
every filled `i` and empty `j`. -/
theorem config_isStrictLocalMinimiser (e : ι → ℝ) (U : ℝ) {N : ℕ} {S : Finset ι}
    (hS : S.card = N) (h : ∀ i ∈ S, ∀ j ∉ S, e i - e j < U) :
    IsStrictLocalMinimiser e U N (config S) := by
  have hmem : config S ∈ occupations N := by
    refine ⟨fun i => ?_, by rw [config_sum, hS]⟩
    unfold config
    split_ifs <;> norm_num
  obtain ⟨μ, g, hg, hfull, hempty⟩ := exists_chemical_potential e U S h
  have hU : 0 < |U| + 1 := by positivity
  have small : ∀ y : ℝ, 0 ≤ y → y < g / (|U| + 1) → U / 2 * y < g := by
    intro y hy hyr
    rw [lt_div_iff₀ hU] at hyr
    nlinarith [mul_nonneg hy (sub_nonneg.2 (le_abs_self U)), mul_nonneg hy (abs_nonneg U)]
  refine ⟨hmem, g / (|U| + 1), div_pos hg hU, fun x hx hne hclose => ?_⟩
  -- after subtracting `μ` times the charge, each displaced orbital costs energy
  have key : ∀ i, x i ≠ config S i →
      e i * config S i + U / 2 * (config S i * (1 - config S i)) - μ * config S i
        < e i * x i + U / 2 * (x i * (1 - x i)) - μ * x i := by
    intro i hi
    have hr := hclose i
    have hb := hx.1 i
    by_cases hiS : i ∈ S
    · have hc : config S i = 1 := by simp [config, hiS]
      rw [hc] at hi hr ⊢
      have hy : 0 < 1 - x i := sub_pos.2 (lt_of_le_of_ne hb.2 hi)
      have hs := small (1 - x i) hy.le (by linarith [neg_abs_le (x i - 1)])
      have hl := hfull i hiS
      nlinarith [mul_pos hy (show 0 < μ - e i + U / 2 - U / 2 * (1 - x i) by linarith)]
    · have hc : config S i = 0 := by simp [config, hiS]
      rw [hc] at hi hr ⊢
      have hy : 0 < x i := lt_of_le_of_ne hb.1 (Ne.symm hi)
      have hs := small (x i) hy.le (by linarith [le_abs_self (x i - 0)])
      have hl := hempty i hiS
      nlinarith [mul_pos hy (show 0 < e i + U / 2 - μ - U / 2 * x i by linarith)]
  have hE : ∀ z ∈ occupations N, ∑ i, (e i * z i + U / 2 * (z i * (1 - z i)) - μ * z i)
      = energy e U z - μ * N := by
    intro z hz
    rw [Finset.sum_sub_distrib, ← Finset.mul_sum, hz.2, energy_eq_sum]
  obtain ⟨k, hk⟩ := Function.ne_iff.1 hne
  have hlt : ∑ i, (e i * config S i + U / 2 * (config S i * (1 - config S i)) - μ * config S i)
      < ∑ i, (e i * x i + U / 2 * (x i * (1 - x i)) - μ * x i) := by
    refine Finset.sum_lt_sum (fun i _ => ?_) ⟨k, Finset.mem_univ k, key k hk⟩
    by_cases hi : x i = config S i
    · rw [hi]
    · exact (key i hi).le
  rw [hE _ hmem, hE _ hx] at hlt
  linarith
```

The necessity of the level condition comes from one transfer, with `t` below both `r` and 1. The sign of U matters: for two orbitals, one electron and U < 0, equality e_i − e_j = U still gives a strict minimum, because ΔE = |U|t².

```lean
/-- For `U ≥ 0`, a configuration that is a strict local minimiser has `e i - e j < U` for every
filled `i` and empty `j`. -/
theorem gap_lt_of_isStrictLocalMinimiser {e : ι → ℝ} {U : ℝ} (hU : 0 ≤ U) {N : ℕ}
    {S : Finset ι} (h : IsStrictLocalMinimiser e U N (config S)) {i j : ι}
    (hi : i ∈ S) (hj : j ∉ S) : e i - e j < U := by
  by_contra hcon
  have hgap : U ≤ e i - e j := not_lt.1 hcon
  obtain ⟨hmem, r, hr, hmin⟩ := h
  have hij : i ≠ j := fun h => hj (h ▸ hi)
  have hci : config S i = 1 := by simp [config, hi]
  have hcj : config S j = 0 := by simp [config, hj]
  obtain ⟨t, ht, htr⟩ := exists_between (lt_min hr one_pos)
  obtain ⟨htr, ht1⟩ := lt_min_iff.1 htr
  have hlt := hmin (transfer (config S) i j t)
    (transfer_mem hmem hij (by rw [hci]; constructor <;> linarith)
      (by rw [hcj]; constructor <;> linarith))
    (fun heq => by
      have h1 := congrFun heq j
      simp only [transfer, if_true, if_neg hij.symm] at h1
      linarith)
    (fun k => (transfer_close _ i j t k).trans_lt (by rwa [abs_of_pos ht]))
  have hE := energy_transfer e U (config S) hij t
  rw [hci, hcj] at hE
  nlinarith [mul_nonneg ht.le (sub_nonneg.2 hgap), mul_nonneg hU (sq_nonneg t)]
```

## Instability of fractional points

The integer `m` counts the other filled orbitals; a lone fractional `x i` would put `N` strictly between `m` and `m + 1`.

```lean
/-- With an integer number of electrons, a fractionally occupied orbital never comes alone. -/
theorem exists_second_fractional {N : ℕ} {x : ι → ℝ} (hx : x ∈ occupations N) {i : ι}
    (h0 : 0 < x i) (h1 : x i < 1) : ∃ j, i ≠ j ∧ 0 < x j ∧ x j < 1 := by
  by_contra hcon
  have hint : ∀ j ∈ univ.erase i, x j = if x j = 1 then (1 : ℝ) else 0 := by
    intro j hj
    split_ifs with hj1
    · exact hj1
    · by_contra hj0
      exact hcon ⟨j, (Finset.ne_of_mem_erase hj).symm,
        lt_of_le_of_ne (hx.1 j).1 (Ne.symm hj0), lt_of_le_of_ne (hx.1 j).2 hj1⟩
  have hsum := Finset.add_sum_erase univ x (Finset.mem_univ i)
  rw [hx.2, Finset.sum_congr rfl hint, Finset.sum_boole] at hsum
  -- `x i` would be an integer strictly between 0 and 1
  set m := ((univ.erase i).filter (fun j => x j = 1)).card
  have ha : m < N := by
    have : (m : ℝ) < N := by linarith
    exact_mod_cast this
  have hb : N < m + 1 := by
    have : (N : ℝ) < m + 1 := by linarith
    exact_mod_cast this
  omega
```

The step `t` is chosen small enough for both orbitals and for `r`, and `rcases` picks the direction by the sign of c.

```lean
/-- For `U > 0`, admissible occupations with a fractional orbital have admissible occupations of
lower energy arbitrarily close to them. -/
theorem fractional_unstable (e : ι → ℝ) {U : ℝ} (hU : 0 < U) {N : ℕ} {x : ι → ℝ}
    (hx : x ∈ occupations N) {i : ι} (h0 : 0 < x i) (h1 : x i < 1) {r : ℝ} (hr : 0 < r) :
    ∃ y ∈ occupations N, (∀ k, |y k - x k| < r) ∧ energy e U y < energy e U x := by
  obtain ⟨j, hij, hj0, hj1⟩ := exists_second_fractional hx h0 h1
  obtain ⟨t, ht, hlt⟩ := exists_between
    (lt_min hr (lt_min (lt_min h0 (sub_pos.2 h1)) (lt_min hj0 (sub_pos.2 hj1))))
  simp only [lt_min_iff] at hlt
  obtain ⟨htr, ⟨hti, hti'⟩, htj, htj'⟩ := hlt
  have hcurv : 0 < U * t ^ 2 := by positivity
  -- move the charge in the direction in which the slope is not positive
  rcases le_total (e j - e i + U * (x i - x j)) 0 with hc | hc
  · refine ⟨transfer x i j t, transfer_mem hx hij (by constructor <;> linarith)
      (by constructor <;> linarith),
      fun k => (transfer_close x i j t k).trans_lt (by rwa [abs_of_pos ht]), ?_⟩
    have hE := energy_transfer e U x hij t
    linarith [mul_nonpos_of_nonneg_of_nonpos ht.le hc]
  · refine ⟨transfer x i j (-t), transfer_mem hx hij (by constructor <;> linarith)
      (by constructor <;> linarith),
      fun k => (transfer_close x i j (-t) k).trans_lt (by rwa [abs_neg, abs_of_pos ht]), ?_⟩
    have hE := energy_transfer e U x hij (-t)
    nlinarith [mul_nonneg ht.le hc]
```

## Classification and count

From left to right, S is the set of orbitals with `x i = 1`, and any fractional orbital contradicts minimality. From right to left, the stability theorem applies.

```lean
/-- If `U` exceeds all level differences, the strict local minimisers are exactly the 0/1
configurations with `N` filled orbitals. -/
theorem isStrictLocalMinimiser_iff (e : ι → ℝ) (U : ℝ) (hU : ∀ i j, e i - e j < U) (N : ℕ)
    (x : ι → ℝ) :
    IsStrictLocalMinimiser e U N x ↔ ∃ S : Finset ι, S.card = N ∧ config S = x := by
  constructor
  · rintro ⟨hx, r, hr, hmin⟩
    have hcfg : config (univ.filter (fun i => x i = 1)) = x := by
      funext i
      by_cases hi1 : x i = 1
      · simp [config, hi1]
      · by_cases hi0 : x i = 0
        · simp [config, hi0]
        · have hpos : 0 < U := by linarith [hU i i]
          obtain ⟨y, hy, hclose, hlow⟩ := fractional_unstable e hpos hx
            (lt_of_le_of_ne (hx.1 i).1 (Ne.symm hi0)) (lt_of_le_of_ne (hx.1 i).2 hi1) hr
          have hne : y ≠ x := fun h => by
            rw [h] at hlow
            exact lt_irrefl _ hlow
          exact absurd (hmin y hy hne hclose) (not_lt_of_ge hlow.le)
    refine ⟨_, ?_, hcfg⟩
    have hs := config_sum (univ.filter (fun i => x i = 1))
    rw [hcfg, hx.2] at hs
    exact_mod_cast hs.symm
  · rintro ⟨S, hS, rfl⟩
    exact config_isStrictLocalMinimiser e U hS (fun i _ j _ => hU i j)
```

Different sets give different configurations, so counting minimisers means counting N-element sets. Seven orbitals of one spin with two electrons have 21; for N > d there are none.

```lean
/-- If `U` exceeds all level differences, the number of strict local minimisers is the number of
ways to choose `N` orbitals out of all. -/
theorem ncard_strictLocalMinimisers (e : ι → ℝ) (U : ℝ) (hU : ∀ i j, e i - e j < U) (N : ℕ) :
    {x | IsStrictLocalMinimiser e U N x}.ncard = (Fintype.card ι).choose N := by
  have hinj : Function.Injective (config : Finset ι → ι → ℝ) := by
    intro S T h
    ext i
    have hi := congrFun h i
    by_cases h1 : i ∈ S <;> by_cases h2 : i ∈ T <;> simp_all [config]
  have hset : {x | IsStrictLocalMinimiser e U N x}
      = config '' (↑(Finset.powersetCard N (univ : Finset ι)) : Set (Finset ι)) := by
    ext x
    rw [Set.mem_ofPred_eq, isStrictLocalMinimiser_iff e U hU N x]
    simp only [Set.mem_image, Finset.mem_coe, Finset.mem_powersetCard, Finset.subset_univ,
      true_and]
  rw [hset, Set.ncard_image_of_injective _ hinj, Set.ncard_coe_finset,
    Finset.card_powersetCard, Finset.card_univ]

end

end MetastableOccupations
```

```lean
#print axioms MetastableOccupations.gap_lt_of_isStrictLocalMinimiser
-- 'MetastableOccupations.gap_lt_of_isStrictLocalMinimiser' depends on axioms: [propext, Classical.choice, Quot.sound]
#print axioms MetastableOccupations.isStrictLocalMinimiser_iff
-- 'MetastableOccupations.isStrictLocalMinimiser_iff' depends on axioms: [propext, Classical.choice, Quot.sound]
#print axioms MetastableOccupations.ncard_strictLocalMinimisers
-- 'MetastableOccupations.ncard_strictLocalMinimisers' depends on axioms: [propext, Classical.choice, Quot.sound]
```
